# Static response of an occupied set of orbitals: cancellation, kernel and sign

In the optimised effective potential method for an orbital functional such as exact exchange, the optimality condition at fixed orbitals is a linear system $\chi v = \Lambda$ for a local potential $v$, where $\chi$ is the static response function of the non-interacting orbitals and $\Lambda$ is a source built from the functional. This system leaves an additive constant in $v$ undetermined, and $-\chi$ is guaranteed to be positive semidefinite when every empty level lies above every occupied one. That guarantee is lost when empty levels lie below occupied ones, as the negative-energy levels of a Dirac spectrum do when they are counted as empty; the problems treat both points for real, one-component, non-degenerate orbitals on a finite grid.

## Setting

The grid has $N$ points $x, y$. A real $N \times N$ matrix $H$ has $N$ real eigenvectors $\phi_j$ with $H\phi_j = e_j\phi_j$ and $\sum_x \phi_i(x)\phi_j(x) = \delta_{ij}$, and the energies $e_j$ are pairwise distinct.

```lean
import Mathlib

open Matrix Finset

namespace OrbitalResponse

noncomputable section
```

One finite type `n` labels both points and orbitals, so there are exactly as many orbitals as points. In `φ i x` the orbital comes first. Sums over points carry no volume element. The field `distinct` keeps every denominator $e_i - e_j$ with $j \ne i$ nonzero; it is assumed, and it excludes all degenerate spectra, Kramers pairs among them.

```lean
/-- A Hamiltonian on the finite grid `n` with an orthonormal family of real eigenorbitals,
one per grid point, and pairwise distinct orbital energies. -/
structure System (n : Type) [Fintype n] [DecidableEq n] where
  H : Matrix n n ℝ
  φ : n → n → ℝ
  e : n → ℝ
  eigen : ∀ j, H *ᵥ φ j = e j • φ j
  orth : ∀ i j, ∑ x, φ i x * φ j x = if i = j then 1 else 0
  distinct : Function.Injective e
```

For a local potential $v$ the matrix element is $V_{ij} = \sum_x \phi_i(x) v(x) \phi_j(x)$.

```lean
namespace System

variable {n : Type} [Fintype n] [DecidableEq n] (K : System n)

/-- Matrix element `V_ij` of a local potential `v` between orbitals `i` and `j`. -/
def elem (v : n → ℝ) (i j : n) : ℝ := ∑ x, K.φ i x * v x * K.φ j x
```

The orbital shift is $\psi_i = \sum_{j \ne i} V_{ij}\phi_j/(e_i - e_j)$, where `univ.erase i` is the set of all $j \ne i$.

```lean
/-- Orbital shift `ψ_i = ∑_{j ≠ i} V_ij φ_j / (e_i - e_j)` in the potential `v`. -/
def shift (v : n → ℝ) (i : n) : n → ℝ :=
  ∑ j ∈ univ.erase i, (K.elem v i j / (K.e i - K.e j)) • K.φ j
```

The pair term is $P_{ij}(x,y) = \phi_i(x)\phi_j(x)\phi_i(y)\phi_j(y)/(e_i - e_j)$.

```lean
/-- The term `φ_i φ_j (x) φ_i φ_j (y) / (e_i - e_j)` of the orbital pair `(i, j)`. -/
def pair (i j x y : n) : ℝ := K.φ i x * K.φ j x * (K.φ i y * K.φ j y) / (K.e i - K.e j)
```

For any set $S$ of occupied levels, each holding one particle,
$$\chi_S(x,y) = 2\sum_{i \in S}\sum_{j \ne i} P_{ij}(x,y).$$
The factor 2 comes from varying $\phi_i^2$ in the density $\sum_{i \in S}\phi_i(x)^2$ and is not a spin factor. Here $\psi_i$ and $\chi_S$ are defined by their sums, and no theorem identifies them with derivatives of the eigenvectors or the density of the perturbed Hamiltonian.

```lean
/-- Static response function of the occupied set `S`: twice the sum of the pair terms over
occupied `i` and all `j ≠ i`. -/
def chi (S : Finset n) : Matrix n n ℝ :=
  Matrix.of fun x y => 2 * ∑ i ∈ S, ∑ j ∈ univ.erase i, K.pair i j x y
```

## (a) Completeness

Task. Show that $\sum_j \phi_j(x)\phi_j(y) = \delta_{xy}$.

Solution. Let $\Phi$ be the matrix with entries $\Phi_{jx} = \phi_j(x)$. Orthonormality reads $\Phi\Phi^T = 1$. Since $\Phi$ is square, a right inverse is a left inverse, so $\Phi^T\Phi = 1$, and the $(x,y)$ entry of this equation is the claim. In Lean `h` is the first equation and `mul_eq_one_comm` gives the second.

```lean
/-- Completeness of the orbitals: `∑_j φ_j(x) φ_j(y) = δ_xy`. -/
theorem complete (x y : n) : ∑ j, K.φ j x * K.φ j y = if x = y then 1 else 0 := by
  have h : Matrix.of K.φ * (Matrix.of K.φ)ᵀ = 1 := by
    ext i j
    simpa [Matrix.mul_apply, Matrix.one_apply] using K.orth i j
  have h2 : (Matrix.of K.φ)ᵀ * Matrix.of K.φ = 1 := mul_eq_one_comm.mp h
  have h' : ((Matrix.of K.φ)ᵀ * Matrix.of K.φ) x y = (1 : Matrix n n ℝ) x y := by rw [h2]
  simpa [Matrix.mul_apply, Matrix.one_apply] using h'
```

## (b) Sternheimer equation

Task. Show that $(H - e_i)\psi_i = -(v - V_{ii})\phi_i$ at every point, and that $\sum_x \phi_i(x)\psi_i(x) = 0$.

Solution. The eigenvalue equation gives
$$(H - e_i)\psi_i = \sum_{j \ne i} V_{ij}\,\frac{e_j - e_i}{e_i - e_j}\,\phi_j = -\sum_{j \ne i} V_{ij}\phi_j .$$
By (a),
$$v(x)\phi_i(x) = \sum_y \phi_i(y) v(y) \sum_j \phi_j(y)\phi_j(x) = \sum_j V_{ij}\phi_j(x).$$
Splitting off $j = i$ gives $\sum_{j \ne i} V_{ij}\phi_j = v\phi_i - V_{ii}\phi_i$, which completes the first claim. For the second, $\sum_x \phi_i\psi_i = \sum_{j \ne i} V_{ij}\delta_{ij}/(e_i - e_j) = 0$.

In the proof `hH` applies $H$ term by term, `hexp` is the expansion of $v\phi_i$, `hsplit` separates $j = i$, and `hterm` cancels the denominators, with `hne` drawn from `K.distinct`. The `linear_combination` adds `hterm` and `hexp` and subtracts `hsplit`.

```lean
/-- The orbital shift solves the Sternheimer equation `(H - e_i) ψ_i = -(v - V_ii) φ_i`
and is orthogonal to `φ_i`. -/
theorem sternheimer (v : n → ℝ) (i : n) :
    (∀ x, (K.H *ᵥ K.shift v i) x - K.e i * K.shift v i x = -(v x - K.elem v i i) * K.φ i x) ∧
      ∑ x, K.φ i x * K.shift v i x = 0 := by
  constructor
  · intro x
    have hH : K.H *ᵥ K.shift v i =
        ∑ j ∈ univ.erase i, (K.elem v i j / (K.e i - K.e j)) • K.e j • K.φ j := by
      unfold shift
      rw [← Matrix.mulVecLin_apply, map_sum]
      simp only [map_smul, Matrix.mulVecLin_apply, K.eigen]
    -- expand `v φ_i` in the complete set of orbitals
    have hexp : v x * K.φ i x = ∑ j, K.elem v i j * K.φ j x := by
      simp only [elem, Finset.sum_mul]
      rw [Finset.sum_comm]
      have h : ∀ y, ∑ j, K.φ i y * v y * K.φ j y * K.φ j x =
          K.φ i y * v y * (if y = x then 1 else 0) := fun y => by
        rw [← K.complete y x, Finset.mul_sum]
        exact Finset.sum_congr rfl fun _ _ => by ring
      simp only [h]
      simp [mul_comm]
    have hsplit : K.elem v i i * K.φ i x + ∑ j ∈ univ.erase i, K.elem v i j * K.φ j x =
        ∑ j, K.elem v i j * K.φ j x :=
      Finset.add_sum_erase _ (fun j => K.elem v i j * K.φ j x) (Finset.mem_univ i)
    -- `H - e_i` cancels the energy denominators, which are nonzero
    have hterm : ∑ j ∈ univ.erase i, K.elem v i j / (K.e i - K.e j) * (K.e j * K.φ j x) -
        K.e i * ∑ j ∈ univ.erase i, K.elem v i j / (K.e i - K.e j) * K.φ j x =
        -∑ j ∈ univ.erase i, K.elem v i j * K.φ j x := by
      rw [Finset.mul_sum, ← Finset.sum_sub_distrib, ← Finset.sum_neg_distrib]
      refine Finset.sum_congr rfl fun j hj => ?_
      have hne : K.e i - K.e j ≠ 0 :=
        sub_ne_zero.mpr fun h => (Finset.ne_of_mem_erase hj) (K.distinct h).symm
      field_simp
      ring
    rw [hH]
    simp only [shift, Finset.sum_apply, Pi.smul_apply, smul_eq_mul]
    linear_combination hterm - hsplit + hexp
  · simp only [shift, Finset.sum_apply, Pi.smul_apply, smul_eq_mul, Finset.mul_sum]
    rw [Finset.sum_comm]
    refine Finset.sum_eq_zero fun j hj => ?_
    have h := K.orth i j
    rw [if_neg (Finset.ne_of_mem_erase hj).symm] at h
    calc ∑ x, K.φ i x * (K.elem v i j / (K.e i - K.e j) * K.φ j x)
        = K.elem v i j / (K.e i - K.e j) * ∑ x, K.φ i x * K.φ j x := by
          rw [Finset.mul_sum]
          exact Finset.sum_congr rfl fun _ _ => by ring
      _ = 0 := by rw [h, mul_zero]
```

## (c) The response in terms of orbital shifts

Task. Show that $(\chi_S v)(x) = 2\sum_{i \in S}\phi_i(x)\psi_i(x)$.

Solution. Carry out the sum over $y$ first:
$$\sum_y \chi_S(x,y)v(y) = 2\sum_{i \in S}\phi_i(x)\sum_{j \ne i}\frac{\phi_j(x)}{e_i - e_j}\sum_y \phi_i(y)v(y)\phi_j(y).$$
The sum over $y$ is $V_{ij}$, and the sum over $j$ is then $\psi_i(x)$. The two uses of `Finset.sum_comm` move the sum over $y$ past those over $i$ and $j$.

```lean
/-- The response function applied to `v` is `2 ∑_{i ∈ S} φ_i ψ_i` with the orbital shifts
`ψ_i`. -/
theorem chi_mulVec (S : Finset n) (v : n → ℝ) (x : n) :
    (K.chi S *ᵥ v) x = 2 * ∑ i ∈ S, K.φ i x * K.shift v i x := by
  simp only [chi, pair, shift, elem, Matrix.mulVec, dotProduct, Matrix.of_apply,
    Finset.sum_apply, Pi.smul_apply, smul_eq_mul, Finset.mul_sum, Finset.sum_mul,
    Finset.sum_div]
  rw [Finset.sum_comm]
  refine Finset.sum_congr rfl fun i _ => ?_
  rw [Finset.sum_comm]
  exact Finset.sum_congr rfl fun j _ => Finset.sum_congr rfl fun y _ => by ring
```

## (d) Antisymmetry of the pair term

Task. Show that $P_{ij}(x,y) = -P_{ji}(x,y)$.

Solution. The numerator is symmetric under $i \leftrightarrow j$, and $e_j - e_i = -(e_i - e_j)$. The Lean statement includes $i = j$, where the denominator vanishes and Lean's division returns 0; part (e) uses this diagonal zero for bookkeeping, while $\chi_S$ itself never contains that term.

```lean
/-- The pair term changes sign when the two orbitals are exchanged. -/
theorem pair_antisymm (i j x y : n) : K.pair i j x y = -K.pair j i x y := by
  unfold pair
  rw [← neg_sub (K.e i) (K.e j), div_neg, neg_neg]
  ring
```

## (e) Occupied pairs cancel

Task. With $S^c$ the set of empty levels, show that $\chi_S(x,y) = 2\sum_{i \in S}\sum_{a \in S^c} P_{ia}(x,y)$ for every $S$.

Solution. For $i \in S$, split $j \ne i$ into occupied and empty levels. The occupied part is $B = \sum_{i \in S}\sum_{j \in S,\, j \ne i} P_{ij}$. Exchanging the names of $i$ and $j$ and using (d) gives $B = -B$, so $B = 0$, and only empty $j$ remain. In Lean `h0` is $B = -B$ with the diagonal included, `h1` adds the vanishing diagonal term `hd` and splits the sum, and `linarith` removes $B$.

The cancellation is between the terms $(i,j)$ and $(j,i)$ and in general does not take place in a single orbital: with both levels of the system in (j) occupied, $P_{10}$ is nonzero and cancels only against $P_{01}$. Dropping the occupied $j$ from every $\psi_i$ with $i \in S$ leaves $\chi_S v$ unchanged, but the truncated shift gives $-\sum_{a \in S^c} V_{ia}\phi_a$ under $H - e_i$, which differs in general from the right-hand side in (b).

```lean
/-- Occupied pairs cancel: the inner sum of the response function may be restricted to the
empty levels. -/
theorem chi_eq_occ_empty (S : Finset n) (x y : n) :
    K.chi S x y = 2 * ∑ i ∈ S, ∑ a ∈ Sᶜ, K.pair i a x y := by
  -- the occupied-occupied block equals its own negative
  have h0 : ∑ i ∈ S, ∑ j ∈ S, K.pair i j x y = -∑ i ∈ S, ∑ j ∈ S, K.pair i j x y :=
    calc ∑ i ∈ S, ∑ j ∈ S, K.pair i j x y = ∑ j ∈ S, ∑ i ∈ S, K.pair i j x y :=
          Finset.sum_comm
      _ = _ := by
          simp only [← Finset.sum_neg_distrib]
          exact Finset.sum_congr rfl fun i _ => Finset.sum_congr rfl fun j _ =>
            K.pair_antisymm j i x y
  have h1 : ∀ i, ∑ j ∈ univ.erase i, K.pair i j x y =
      ∑ j ∈ S, K.pair i j x y + ∑ j ∈ Sᶜ, K.pair i j x y := by
    intro i
    have hd : K.pair i i x y = 0 := by linarith [K.pair_antisymm i i x y]
    rw [Finset.sum_add_sum_compl]
    exact Finset.sum_erase (f := fun j => K.pair i j x y) _ hd
  simp only [chi, Matrix.of_apply, h1, Finset.sum_add_distrib]
  linarith
```

## (f) Exchanging occupied and empty levels

Task. Show that $\chi_{S^c} = -\chi_S$.

Solution. By (e) and $(S^c)^c = S$, one has $\chi_{S^c} = 2\sum_{a \in S^c}\sum_{i \in S} P_{ai}$. Reordering the sums and using (d) turns this into $-2\sum_{i \in S}\sum_{a \in S^c} P_{ia} = -\chi_S$. That step is `h`.

```lean
/-- Exchanging occupied and empty levels reverses the sign of the response function. -/
theorem chi_compl (S : Finset n) : K.chi Sᶜ = -K.chi S := by
  ext x y
  have h : ∑ i ∈ Sᶜ, ∑ j ∈ S, K.pair i j x y = -∑ i ∈ S, ∑ j ∈ Sᶜ, K.pair i j x y := by
    rw [Finset.sum_comm]
    simp only [← Finset.sum_neg_distrib]
    exact Finset.sum_congr rfl fun i _ => Finset.sum_congr rfl fun j _ =>
      K.pair_antisymm j i x y
  rw [Matrix.neg_apply, K.chi_eq_occ_empty Sᶜ, K.chi_eq_occ_empty S, compl_compl, h]
  ring
```

## (g) Constants lie in the kernel

Task. Show that $\chi_S v = 0$ when $v(x) = c$ at all points, for any real $c$ and every $S$.

Solution. Here $V_{ij} = c\sum_x \phi_i\phi_j = c\,\delta_{ij}$, which vanishes for $j \ne i$. Every $\psi_i$ is therefore zero, and (c) gives $\chi_S v = 0$. In Lean `he` pulls out $c$, and `h` states that all shifts vanish.

```lean
/-- For any occupied set, a constant potential lies in the kernel of the response function. -/
theorem chi_const (S : Finset n) (c : ℝ) : K.chi S *ᵥ (fun _ => c) = 0 := by
  have h : ∀ i, K.shift (fun _ => c) i = 0 := fun i =>
    Finset.sum_eq_zero fun j hj => by
      have he : K.elem (fun _ => c) i j = c * ∑ x, K.φ i x * K.φ j x := by
        simp only [elem, Finset.mul_sum]
        exact Finset.sum_congr rfl fun _ _ => by ring
      rw [he, K.orth, if_neg (Finset.ne_of_mem_erase hj).symm]
      simp
  ext x
  rw [K.chi_mulVec]
  simp [h]
```

## (h) The quadratic form

Task. Show that
$$v^T\chi_S v = 2\sum_{i \in S}\sum_{a \in S^c}\frac{V_{ia}^2}{e_i - e_a}.$$

Solution. For one pair the double sum over points factorises:
$$\sum_{x,y} v(x)P_{ia}(x,y)v(y) = \frac{1}{e_i - e_a}\Big(\sum_x \phi_i v \phi_a\Big)\Big(\sum_y \phi_i v \phi_a\Big) = \frac{V_{ia}^2}{e_i - e_a}.$$
Insert (e) into $v^T\chi_S v$ and move the point sums inside. The factorisation is `h`, and `hS` and `hC` exchange the sums.

```lean
/-- Quadratic form of the response function:
`vᵀ χ v = 2 ∑_{i ∈ S, a ∉ S} V_ia² / (e_i - e_a)`. -/
theorem chi_quadratic (S : Finset n) (v : n → ℝ) :
    v ⬝ᵥ K.chi S *ᵥ v = 2 * ∑ i ∈ S, ∑ a ∈ Sᶜ, K.elem v i a ^ 2 / (K.e i - K.e a) := by
  have h : ∀ i a, K.elem v i a ^ 2 / (K.e i - K.e a) =
      ∑ x, ∑ y, v x * (K.pair i a x y * v y) := by
    intro i a
    unfold elem
    rw [sq, Finset.sum_mul_sum]
    simp only [Finset.sum_div, pair]
    exact Finset.sum_congr rfl fun _ _ => Finset.sum_congr rfl fun _ _ => by ring
  have hS : ∀ f : n → n → ℝ, ∑ x, ∑ i ∈ S, f x i = ∑ i ∈ S, ∑ x, f x i :=
    fun _ => Finset.sum_comm
  have hC : ∀ f : n → n → ℝ, ∑ x, ∑ i ∈ Sᶜ, f x i = ∑ i ∈ Sᶜ, ∑ x, f x i :=
    fun _ => Finset.sum_comm
  simp only [h, dotProduct, Matrix.mulVec, chi_eq_occ_empty, Finset.mul_sum, Finset.sum_mul]
  simp only [hS, hC]
  exact Finset.sum_congr rfl fun _ _ => Finset.sum_congr rfl fun _ _ =>
    Finset.sum_congr rfl fun _ _ => Finset.sum_congr rfl fun _ _ => by ring
```

## (i) Main theorem

Task. For any $S$, collect (e) and (g), and show that $v^T\chi_S v \le 0$ for all $v$ if $e_i < e_a$ for every $i \in S$, $a \notin S$, and that $v^T\chi_S v \ge 0$ for all $v$ if $e_a < e_i$ for every such pair.

Solution. In (h) each numerator is a square. Under the first hypothesis each denominator is negative, so each term is at most zero; under the second each denominator is positive, so each term is at least zero. The two instances of `hs` are these termwise bounds.

The statement `response_structure` has four clauses. The first two hold for every finite occupied set `S`. The third and fourth carry the level ordering as a hypothesis and express semidefiniteness as a sign of `v ⬝ᵥ K.chi S *ᵥ v` for all real `v`. The kernel clause says that constants are in the kernel and leaves open whether anything else is. When empty levels lie both above and below an occupied one, as for an electron level between negative-energy levels and empty positive-energy ones, neither hypothesis holds and the theorem assigns no sign; (h) still applies, with denominators of both signs.

In the limiting cases where no level or every level is occupied, the double sum in (e) is empty and $\chi_S = 0$. Both ordering hypotheses then hold vacuously, and the two inequalities agree. For $N = 1$ these are the only choices of $S$.

```lean
/-- For any occupied set, occupied pairs cancel in `χ` and constants lie in its kernel; `χ` is
negative semidefinite if all empty levels lie above the occupied ones and positive semidefinite
if they all lie below. -/
theorem response_structure (S : Finset n) :
    (∀ x y, K.chi S x y = 2 * ∑ i ∈ S, ∑ a ∈ Sᶜ, K.pair i a x y) ∧
      (∀ c : ℝ, K.chi S *ᵥ (fun _ => c) = 0) ∧
      ((∀ i ∈ S, ∀ a ∉ S, K.e i < K.e a) → ∀ v, v ⬝ᵥ K.chi S *ᵥ v ≤ 0) ∧
      ((∀ i ∈ S, ∀ a ∉ S, K.e a < K.e i) → ∀ v, 0 ≤ v ⬝ᵥ K.chi S *ᵥ v) := by
  refine ⟨K.chi_eq_occ_empty S, K.chi_const S, fun h v => ?_, fun h v => ?_⟩
  · have hs : ∑ i ∈ S, ∑ a ∈ Sᶜ, K.elem v i a ^ 2 / (K.e i - K.e a) ≤ 0 :=
      Finset.sum_nonpos fun i hi => Finset.sum_nonpos fun a ha =>
        div_nonpos_of_nonneg_of_nonpos (sq_nonneg _)
          (by linarith [h i hi a (Finset.mem_compl.mp ha)])
    rw [K.chi_quadratic]
    linarith
  · have hs : 0 ≤ ∑ i ∈ S, ∑ a ∈ Sᶜ, K.elem v i a ^ 2 / (K.e i - K.e a) :=
      Finset.sum_nonneg fun i hi => Finset.sum_nonneg fun a ha =>
        div_nonneg (sq_nonneg _) (by linarith [h i hi a (Finset.mem_compl.mp ha)])
    rw [K.chi_quadratic]
    linarith

end System
```

## (j) Two sites with an empty lower level

Task. Take points and orbitals labelled 0 and 1, the normalised orbitals $\phi_0 = (3,4)/5$ and $\phi_1 = (4,-3)/5$, and the energies $e_0 = 0$, $e_1 = 1$. Occupy only level 1. Find $\chi_{\{1\}}$ and show that its quadratic form is positive on $v = (1,-1)$.

Solution. The Hamiltonian is
$$H = \phi_1\phi_1^T = \frac{1}{25}\begin{pmatrix} 16 & -12 \\ -12 & 9 \end{pmatrix}.$$
Since $(9+16)/25 = (16+9)/25 = 1$ and $(12-12)/25 = 0$, the orbitals are orthonormal, so $H\phi_0 = 0$ and $H\phi_1 = \phi_1$. The definition `twoSite` checks these conditions entry by entry.

```lean
/-- Two sites with orbitals `(3, 4)/5` and `(4, -3)/5` at energies `0` and `1`. -/
def twoSite : System (Fin 2) where
  H := !![16 / 25, -12 / 25; -12 / 25, 9 / 25]
  φ := ![![3 / 5, 4 / 5], ![4 / 5, -3 / 5]]
  e := ![0, 1]
  eigen := by
    intro j
    ext x
    fin_cases j <;> fin_cases x <;>
      simp [Matrix.mulVec, dotProduct, Fin.sum_univ_two] <;> norm_num
  orth := by
    intro i j
    fin_cases i <;> fin_cases j <;> simp [Fin.sum_univ_two] <;> norm_num
  distinct := by
    intro i j
    fin_cases i <;> fin_cases j <;> simp
```

The only pair is $i = 1$, $j = 0$, which is `h` in the proof, and $e_1 - e_0 = 1$. The pointwise product is $\phi_1\phi_0 = (12,-12)/25$, so
$$\chi_{\{1\}} = 2\cdot\frac{144}{625}\begin{pmatrix} 1 & -1 \\ -1 & 1 \end{pmatrix} = \frac{288}{625}\begin{pmatrix} 1 & -1 \\ -1 & 1 \end{pmatrix},$$
which is `hc`. On $v = (1,-1)$ the four entries each contribute $288/625$, so $v^T\chi_{\{1\}} v = 1152/625$, in agreement with (h) for $V_{10} = 24/25$. The theorem `twoSite_witness` records $e_0 < e_1$, the matrix and the strict positivity. The negative sign in (i) thus fails for this occupation, and by (f) the occupation $\{0\}$ has the opposite matrix.

```lean
/-- In the two-site system with the upper level occupied and the lower level empty, `χ` is the
stated matrix and its quadratic form is positive on the potential `(1, -1)`. -/
theorem twoSite_witness :
    twoSite.e 0 < twoSite.e 1 ∧
      twoSite.chi {1} = !![288 / 625, -288 / 625; -288 / 625, 288 / 625] ∧
      0 < ![1, -1] ⬝ᵥ twoSite.chi {1} *ᵥ ![1, -1] := by
  have h : (univ : Finset (Fin 2)).erase 1 = {0} := by decide
  have hc : twoSite.chi {1} = !![288 / 625, -288 / 625; -288 / 625, 288 / 625] := by
    ext x y
    simp only [System.chi, Matrix.of_apply, Finset.sum_singleton, h]
    fin_cases x <;> fin_cases y <;> simp [System.pair, twoSite] <;> norm_num
  refine ⟨by simp [twoSite], hc, ?_⟩
  rw [hc]
  simp [Matrix.mulVec, dotProduct, Fin.sum_univ_two]
  norm_num

end

end OrbitalResponse
```

```lean
#print axioms OrbitalResponse.System.sternheimer
#print axioms OrbitalResponse.System.chi_compl
#print axioms OrbitalResponse.System.response_structure
```

```
'OrbitalResponse.System.sternheimer' depends on axioms: [propext, Classical.choice, Quot.sound]
'OrbitalResponse.System.chi_compl' depends on axioms: [propext, Classical.choice, Quot.sound]
'OrbitalResponse.System.response_structure' depends on axioms: [propext, Classical.choice, Quot.sound]
```
